# Twice the partition function of two free fermions is the square of the summed orbital weights minus the sum of their squares

For two non-interacting fermions on a finite set of orbitals, the partition function sums the product of the two one-particle weights over all pairs of distinct orbitals. `two_fermionZ` states that twice this sum equals the square of the sum of the weights minus the sum of their squares. The weights are arbitrary elements of a commutative ring, and the factor 2 stays on the left, so no division is needed. The attempt is an induction on the set of orbitals: the empty set is left to `simp`, and a new orbital is handled by `fermionZ_insert`, by which it is either empty or occupied.

The failing Lean file:

```lean
import Mathlib

open Finset Polynomial

namespace ThreeFermionOscillator

/-- The partition function of `k` free fermions on the orbitals `s` with one-particle
weights `x`. -/
def fermionZ {α R : Type*} [CommRing R] (k : ℕ) (s : Finset α) (x : α → R) : R :=
  ∑ u ∈ s.powersetCard k, ∏ i ∈ u, x i

/-- Adding an orbital `a`: it is either empty or occupied by one of the fermions. -/
theorem fermionZ_insert {α R : Type*} [DecidableEq α] [CommRing R] {a : α} {s : Finset α}
    (ha : a ∉ s) (x : α → R) (k : ℕ) :
    fermionZ (k + 1) (insert a s) x = fermionZ (k + 1) s x + x a * fermionZ k s x := by
  have hn : ∀ {j : ℕ} {u : Finset α}, u ∈ s.powersetCard j → a ∉ u :=
    fun hu h => ha ((mem_powersetCard.1 hu).1 h)
  have hdisj : Disjoint (s.powersetCard (k + 1)) ((s.powersetCard k).image (insert a)) := by
    rw [disjoint_left]
    intro u hu hu'
    obtain ⟨v, _, rfl⟩ := mem_image.1 hu'
    exact hn hu (mem_insert_self a v)
  have hinj : Set.InjOn (insert a) (s.powersetCard k : Set (Finset α)) := by
    intro u hu v hv h
    rw [← erase_insert (hn (mem_coe.1 hu)), ← erase_insert (hn (mem_coe.1 hv)), h]
  unfold fermionZ
  rw [powersetCard_succ_insert ha, sum_union hdisj, sum_image hinj, mul_sum]
  congr 1
  exact sum_congr rfl fun u hu => prod_insert (hn hu)

/-- The two-fermion partition function in terms of one-particle power sums. -/
theorem two_fermionZ {α R : Type*} [DecidableEq α] [CommRing R] (s : Finset α) (x : α → R) :
    2 * fermionZ 2 s x = (∑ i ∈ s, x i) ^ 2 - ∑ i ∈ s, x i ^ 2 := by
  induction s using Finset.induction_on with
  | empty => simp [fermionZ, powersetCard_eq_empty.2]
  | insert a s ha ih =>
    have h : fermionZ 2 (insert a s) x = fermionZ 2 s x + x a * fermionZ 1 s x :=
      fermionZ_insert ha x 1
    have h1 : fermionZ 1 s x = ∑ i ∈ s, x i := by simp [fermionZ, powersetCard_one]
    rw [h, h1]
    simp only [sum_insert ha]
    linear_combination ih

end ThreeFermionOscillator
```

Messages:

```
Main.lean:35:10: error: unsolved goals
case empty
α : Type u_1
R : Type u_2
inst✝¹ : DecidableEq α
inst✝ : CommRing R
x : α → R
⊢ 2 * ∑ u ∈ powersetCard 2 ∅, ∏ i ∈ u, x i = 0
Main.lean:35:29: warning: This simp argument is unused:
  powersetCard_eq_empty.2

Hint: Omit it from the simp argument list.
  [apply] simp [fermionZ]

Note: This linter can be disabled with `set_option linter.unusedSimpArgs false`
```

The error is in the empty case. `simp` unfolded `fermionZ` and reduced the right-hand side to 0, but on the left it kept the sum over `powersetCard 2 ∅`. That set is empty, since no two orbitals can be chosen from none, but `simp` had not rewritten it to `∅`.

The lemma meant to do this, `powersetCard_eq_empty.2`, is an implication: it gives `powersetCard n s = ∅` only once the set is known to have fewer than `n` elements. The warning reports that `simp` never used it. The messages do not show whether `simp` failed to match the lemma or to prove its condition.

The repair leaves neither step to that call. `h0` states the equation for `2` and `∅` explicitly, with the condition proved by a separate `by simp`. The final `simp` then has an unconditional equation to rewrite with; the sum becomes empty, and the left-hand side is 0.

Fix (accepted with no message):

```diff
@@ -33,5 +33,7 @@
     2 * fermionZ 2 s x = (∑ i ∈ s, x i) ^ 2 - ∑ i ∈ s, x i ^ 2 := by
   induction s using Finset.induction_on with
-  | empty => simp [fermionZ, powersetCard_eq_empty.2]
+  | empty =>
+    have h0 : powersetCard 2 (∅ : Finset α) = ∅ := powersetCard_eq_empty.2 (by simp)
+    simp [fermionZ, h0]
   | insert a s ha ih =>
     have h : fermionZ 2 (insert a s) x = fermionZ 2 s x + x a * fermionZ 1 s x :=
```
